# The squared real-space Ewald force beyond the cutoff, scaled by $r_c e^{2\eta^2 r_c^2}$, integrates to 4 in the limit of large $r_c$

When I set up an Ewald sum, I fix the screening parameter $\eta>0$ and increase the real-space cutoff $r_c$ until the estimated rms error of the real-space force is below my tolerance. With the Coulomb constant set to 1, the Kolafa–Perram estimate I use is $2|q|\sqrt{Q/(Vr_c)}\,e^{-\eta^2r_c^2}$, for a charge $q$ in a cell of volume $V$ whose squared charges sum to $Q$. Its factor 2 should come from

$$r_c\,e^{2\eta^2r_c^2}\int_{r_c}^{\infty}4\pi r^2f(r)^2\,dr\;\to\;4,\qquad f(r)=\frac{\operatorname{erfc}(\eta r)}{r^2}+\frac{2\eta e^{-\eta^2r^2}}{\sqrt\pi\,r}.$$

Can this limit be proved in Lean, preferably with bounds at finite $r_c$?

## Bounding the force by its Gaussian term

Yes. Since $\operatorname{erfc}'(x)=-2e^{-x^2}/\sqrt\pi$, differentiating $\operatorname{erfc}(\eta r)/r$ gives $-f(r)$, so $f$ is the real-space part of the Ewald force between unit charges.

For $a>0$,

$$\frac{d}{dr}\left[-\frac{e^{-ar^2}}{2ar}\right]=e^{-ar^2}\left(1+\frac1{2ar^2}\right).$$

Integrate from $R>0$ to infinity. The bracket on the right lies between $1$ and $1+1/(2aR^2)$, so

$$\int_R^\infty e^{-ar^2}dr\;\le\;\frac{e^{-aR^2}}{2aR}\;\le\;\left(1+\frac1{2aR^2}\right)\int_R^\infty e^{-ar^2}dr.$$

Let $G(r)=2\eta e^{-\eta^2r^2}/(\sqrt\pi\,r)$ be the Gaussian term of $f$. The first inequality with $a=1$, $R=\eta r$ gives

$$0\le\frac{\operatorname{erfc}(\eta r)}{r^2}\le\frac{e^{-\eta^2r^2}}{\sqrt\pi\,\eta r^3}=\frac{G(r)}{2\eta^2r^2},$$

hence $G\le f\le G\,(1+1/(2\eta^2r^2))$. Squaring, with $4\pi r^2G^2=16\eta^2e^{-2\eta^2r^2}$, bounds the integrand by Gaussians. Now use the tail bounds with $a=2\eta^2$, $R=r_c$, where

$$16\eta^2\,\frac{e^{-2\eta^2r_c^2}}{4\eta^2r_c}=\frac{4e^{-2\eta^2r_c^2}}{r_c}.$$

The scaled integral therefore lies between

$$\frac4{1+1/(4\eta^2r_c^2)}\quad\text{and}\quad4\left(1+\frac1{2\eta^2r_c^2}\right)^2,$$

and both ends tend to 4. Multiplying the integral by $q^2Q/V$ and taking the square root gives the rms formula.

## What the Lean definitions and theorems say

- `erfc` is the Gaussian tail integral, scaled so that its value at 0 is 1, and `realSpaceForce η r` is $f(r)$, in units where the Coulomb constant is 1.
- `truncatedForceSq η rc` is the integral over `Ioi rc`, that is, $r>r_c$.
- `kolafa_perram_prefactor` states the limit for fixed `η > 0`; `cutoff_error_bounds` gives the bounds for every cutoff `R > 0`.
- `rms_force_error_asymptotic` says that the ratio of `rmsForceError` to the working formula tends to 1, for `q ≠ 0` and positive `Q`, `V`, `η`.

The statistical physics enters through the definition of `rmsForceError`: the other charges are uncorrelated and uniformly spread, so cross terms average out. That is an assumption, and real ionic order can violate it. The reciprocal-space error is not treated.

```lean
import Mathlib

open MeasureTheory Set Filter Topology

namespace EwaldRealSpaceError

noncomputable section

/-- The complementary error function, as the tail integral of a Gaussian, scaled to be `1` at
`x = 0`. -/
def erfc (x : ℝ) : ℝ := 2 / √Real.pi * ∫ t in Ioi x, Real.exp (-t ^ 2)

/-- The real-space Ewald force between unit charges at distance `r ≠ 0`, with screening
parameter `η`. -/
def realSpaceForce (η r : ℝ) : ℝ :=
  erfc (η * r) / r ^ 2 + 2 * η * Real.exp (-(η * r) ^ 2) / (√Real.pi * r)

/-- The squared real-space force integrated over all space outside the cutoff sphere of radius
`rc > 0`. -/
def truncatedForceSq (η rc : ℝ) : ℝ :=
  ∫ r in Ioi rc, 4 * Real.pi * r ^ 2 * realSpaceForce η r ^ 2

/-- The root-mean-square cutoff error of the force on a charge `q`, for uncorrelated charges with
sum of squares `Q` spread uniformly over a volume `V ≠ 0`, at a cutoff `rc > 0`. -/
def rmsForceError (q Q V η rc : ℝ) : ℝ := |q| * √(Q / V * truncatedForceSq η rc)

/-- The tail of a Gaussian beyond `R > 0` is at most its leading asymptotic term, and
at least that term divided by `1 + 1/(2aR²)`, for `a > 0`. -/
theorem gaussian_tail_bounds {a R : ℝ} (ha : 0 < a) (hR : 0 < R) :
    ∫ r in Ioi R, Real.exp (-a * r ^ 2) ≤ Real.exp (-a * R ^ 2) / (2 * a * R) ∧
    Real.exp (-a * R ^ 2) / (2 * a * R) ≤
      (1 + 1 / (2 * a * R ^ 2)) * ∫ r in Ioi R, Real.exp (-a * r ^ 2) := by
  -- an explicit primitive of a larger integrand
  have hd : ∀ x ∈ Ici R, HasDerivAt (fun r : ℝ => -(Real.exp (-a * r ^ 2) / (2 * a * r)))
      (Real.exp (-a * x ^ 2) * (1 + 1 / (2 * a * x ^ 2))) x := by
    intro x hx
    have hx0 : 0 < x := lt_of_lt_of_le hR hx
    have h1 : HasDerivAt (fun r : ℝ => Real.exp (-a * r ^ 2))
        (Real.exp (-a * x ^ 2) * (-a * (2 * x))) x :=
      (((hasDerivAt_pow 2 x).const_mul (-a)).exp).congr_deriv (by norm_num)
    have h2 : HasDerivAt (fun r : ℝ => 2 * a * r) (2 * a) x :=
      ((hasDerivAt_id' x).const_mul (2 * a)).congr_deriv (mul_one _)
    refine (h1.fun_div h2 (by positivity)).fun_neg.congr_deriv ?_
    field_simp
    ring
  have hlim : Tendsto (fun r : ℝ => -(Real.exp (-a * r ^ 2) / (2 * a * r))) atTop (𝓝 0) := by
    have h1 : Tendsto (fun r : ℝ => Real.exp (-a * r ^ 2)) atTop (𝓝 0) :=
      Real.tendsto_exp_atBot.comp
        ((tendsto_pow_atTop two_ne_zero).const_mul_atTop_of_neg (neg_lt_zero.2 ha))
    have h2 : Tendsto (fun r : ℝ => 2 * a * r) atTop atTop :=
      tendsto_id.const_mul_atTop (by positivity)
    simpa only [neg_zero] using (h1.div_atTop h2).neg
  have hint := integrableOn_Ioi_deriv_of_nonneg' hd (fun x _ => by positivity) hlim
  have hval := integral_Ioi_of_hasDerivAt_of_tendsto' hd hint hlim
  rw [zero_sub, neg_neg] at hval
  have hg : IntegrableOn (fun r : ℝ => Real.exp (-a * r ^ 2)) (Ioi R) :=
    (integrable_exp_neg_mul_sq ha).integrableOn
  rw [← hval]
  constructor
  · refine setIntegral_mono_on hg hint measurableSet_Ioi fun x _ => ?_
    exact le_mul_of_one_le_right (Real.exp_pos _).le (le_add_of_nonneg_right (by positivity))
  · rw [← integral_const_mul]
    refine setIntegral_mono_on hint (hg.const_mul _) measurableSet_Ioi fun x hx => ?_
    have hx' : R ≤ x := le_of_lt hx
    rw [mul_comm]
    gcongr

/-- The derivative of the complementary error function at `x` is `-(2/√π) exp(-x²)`. -/
theorem hasDerivAt_erfc (x : ℝ) :
    HasDerivAt erfc (-(2 / √Real.pi * Real.exp (-x ^ 2))) x := by
  have hi : Integrable (fun t : ℝ => Real.exp (-t ^ 2)) := by
    simpa using integrable_exp_neg_mul_sq (one_pos : (0 : ℝ) < 1)
  have he : erfc = fun y => 2 / √Real.pi *
      ((∫ t in Ioi (0 : ℝ), Real.exp (-t ^ 2)) - ∫ t in (0 : ℝ)..y, Real.exp (-t ^ 2)) := by
    funext y
    rw [← intervalIntegral.integral_interval_add_Ioi (b := y) hi.integrableOn hi.integrableOn,
      add_sub_cancel_left, erfc]
  have hc : Continuous (fun t : ℝ => Real.exp (-t ^ 2)) := by fun_prop
  rw [he]
  exact (((hc.integral_hasStrictDerivAt 0 x).hasDerivAt.const_sub _).const_mul _).congr_deriv
    (by ring)

/-- The real-space force is minus the derivative of the screened potential `erfc(ηr)/r`,
at any `r ≠ 0`. -/
theorem force_eq_neg_deriv (η : ℝ) {r : ℝ} (hr : r ≠ 0) :
    HasDerivAt (fun s => erfc (η * s) / s) (-realSpaceForce η r) r := by
  have h1 : HasDerivAt (fun s : ℝ => η * s) η r :=
    ((hasDerivAt_id' r).const_mul η).congr_deriv (mul_one _)
  have h2 : HasDerivAt (fun s => erfc (η * s))
      (-(2 / √Real.pi * Real.exp (-(η * r) ^ 2)) * η) r := (hasDerivAt_erfc (η * r)).comp r h1
  have hp : √Real.pi ≠ 0 := (Real.sqrt_pos.2 Real.pi_pos).ne'
  refine (h2.fun_div (hasDerivAt_id' r) hr).congr_deriv ?_
  unfold realSpaceForce
  field_simp
  ring

/-- For `η, r > 0` the squared force times the shell area `4πr²` is the Gaussian `16η² exp(-2η²r²)`,
up to a factor between `1` and `(1 + 1/(2η²r²))²`. -/
theorem shell_force_sq_bounds {η r : ℝ} (hη : 0 < η) (hr : 0 < r) :
    16 * η ^ 2 * Real.exp (-(2 * η ^ 2) * r ^ 2) ≤
      4 * Real.pi * r ^ 2 * realSpaceForce η r ^ 2 ∧
    4 * Real.pi * r ^ 2 * realSpaceForce η r ^ 2 ≤
      (1 + 1 / (2 * η ^ 2 * r ^ 2)) ^ 2 *
        (16 * η ^ 2 * Real.exp (-(2 * η ^ 2) * r ^ 2)) := by
  have hp : 0 < √Real.pi := Real.sqrt_pos.2 Real.pi_pos
  have hs : √Real.pi ^ 2 = Real.pi := Real.sq_sqrt Real.pi_pos.le
  have hE : Real.exp (-(2 * η ^ 2) * r ^ 2) = Real.exp (-(η * r) ^ 2) ^ 2 := by
    rw [sq (Real.exp _), ← Real.exp_add]
    congr 1
    ring
  obtain ⟨G, hG⟩ : ∃ G, G = 2 * η * Real.exp (-(η * r) ^ 2) / (√Real.pi * r) := ⟨_, rfl⟩
  have hG0 : 0 ≤ G := by rw [hG]; positivity
  have hGm : G * (√Real.pi * r) = 2 * η * Real.exp (-(η * r) ^ 2) := by
    rw [hG]
    exact div_mul_cancel₀ _ (by positivity)
  have key : 4 * Real.pi * r ^ 2 * G ^ 2 =
      16 * η ^ 2 * Real.exp (-(2 * η ^ 2) * r ^ 2) := by
    rw [hE]
    linear_combination (-4 * r ^ 2 * G ^ 2) * hs +
      4 * (G * (√Real.pi * r) + 2 * η * Real.exp (-(η * r) ^ 2)) * hGm
  -- the erfc term is nonnegative and at most `1/(2η²r²)` times the Gaussian term
  have h0 : 0 ≤ erfc (η * r) / r ^ 2 := by
    have : 0 ≤ ∫ t in Ioi (η * r), Real.exp (-t ^ 2) :=
      integral_nonneg fun t => (Real.exp_pos _).le
    unfold erfc
    positivity
  have h1 : erfc (η * r) / r ^ 2 ≤ G * (1 / (2 * η ^ 2 * r ^ 2)) := by
    have ht := (gaussian_tail_bounds one_pos (mul_pos hη hr)).1
    simp only [neg_mul, one_mul, mul_one] at ht
    calc erfc (η * r) / r ^ 2
        ≤ 2 / √Real.pi * (Real.exp (-(η * r) ^ 2) / (2 * (η * r))) / r ^ 2 := by
          unfold erfc
          gcongr
      _ = G * (1 / (2 * η ^ 2 * r ^ 2)) := by
          rw [hG]
          field_simp
  have hf : realSpaceForce η r = erfc (η * r) / r ^ 2 + G := by rw [hG, realSpaceForce]
  have hlo : G ≤ realSpaceForce η r := by linarith
  have hup : realSpaceForce η r ≤ G * (1 + 1 / (2 * η ^ 2 * r ^ 2)) := by
    rw [mul_add, mul_one]
    linarith
  have hf0 : 0 ≤ realSpaceForce η r := hG0.trans hlo
  rw [← key]
  constructor
  · gcongr
  · calc 4 * Real.pi * r ^ 2 * realSpaceForce η r ^ 2
        ≤ 4 * Real.pi * r ^ 2 * (G * (1 + 1 / (2 * η ^ 2 * r ^ 2))) ^ 2 := by gcongr
      _ = _ := by ring

/-- For `η > 0` the squared force is integrable outside any cutoff sphere of radius `R > 0`. -/
theorem integrableOn_force_sq {η R : ℝ} (hη : 0 < η) (hR : 0 < R) :
    IntegrableOn (fun r => 4 * Real.pi * r ^ 2 * realSpaceForce η r ^ 2) (Ioi R) := by
  have hc : Continuous erfc :=
    continuous_iff_continuousAt.2 fun x => (hasDerivAt_erfc x).continuousAt
  have h1 : Measurable (fun r => erfc (η * r)) :=
    (hc.comp (continuous_const.mul continuous_id)).measurable
  have h2 : Measurable (fun r : ℝ => r ^ 2) := by fun_prop
  have h3 : Measurable
      (fun r : ℝ => 2 * η * Real.exp (-(η * r) ^ 2) / (√Real.pi * r)) := by fun_prop
  have hm : Measurable (fun r => realSpaceForce η r) := (h1.div h2).add h3
  have hg := (((integrable_exp_neg_mul_sq (b := 2 * η ^ 2) (by positivity)).const_mul
    (16 * η ^ 2)).const_mul ((1 + 1 / (2 * η ^ 2 * R ^ 2)) ^ 2)).integrableOn (s := Ioi R)
  refine Integrable.mono' hg
    ((h2.const_mul (4 * Real.pi)).mul (hm.pow_const 2)).aestronglyMeasurable ?_
  refine ae_restrict_of_forall_mem measurableSet_Ioi fun r hr => ?_
  have hr' : R ≤ r := le_of_lt hr
  rw [Real.norm_of_nonneg (by have := Real.pi_pos; positivity)]
  refine (shell_force_sq_bounds hη (hR.trans hr)).2.trans ?_
  gcongr

/-- Bounds on the scaled squared cutoff error at every finite cutoff `R > 0`,
for `η > 0`. -/
theorem cutoff_error_bounds {η R : ℝ} (hη : 0 < η) (hR : 0 < R) :
    4 / (1 + 1 / (4 * η ^ 2 * R ^ 2)) ≤
      R * Real.exp (2 * η ^ 2 * R ^ 2) * truncatedForceSq η R ∧
    R * Real.exp (2 * η ^ 2 * R ^ 2) * truncatedForceSq η R ≤
      4 * (1 + 1 / (2 * η ^ 2 * R ^ 2)) ^ 2 := by
  have ha : 0 < 2 * η ^ 2 := by positivity
  obtain ⟨htu, htl⟩ := gaussian_tail_bounds ha hR
  have hg := ((integrable_exp_neg_mul_sq ha).const_mul (16 * η ^ 2)).integrableOn (s := Ioi R)
  have hf := integrableOn_force_sq hη hR
  -- integrate the shell bounds
  have hlo := setIntegral_mono_on hg hf measurableSet_Ioi
    fun r hr => (shell_force_sq_bounds hη (hR.trans hr)).1
  have hup := setIntegral_mono_on hf (hg.const_mul ((1 + 1 / (2 * η ^ 2 * R ^ 2)) ^ 2))
    measurableSet_Ioi fun r hr => by
      have hr' : R ≤ r := le_of_lt hr
      refine (shell_force_sq_bounds hη (hR.trans hr)).2.trans ?_
      gcongr
  rw [integral_const_mul] at hlo
  rw [integral_const_mul, integral_const_mul] at hup
  change _ ≤ truncatedForceSq η R at hlo
  change truncatedForceSq η R ≤ _ at hup
  have hE : Real.exp (2 * η ^ 2 * R ^ 2) * Real.exp (-(2 * η ^ 2) * R ^ 2) = 1 := by
    rw [← Real.exp_add, neg_mul, add_neg_cancel, Real.exp_zero]
  have hE0 := Real.exp_pos (2 * η ^ 2 * R ^ 2)
  generalize Real.exp (2 * η ^ 2 * R ^ 2) = E at *
  generalize Real.exp (-(2 * η ^ 2) * R ^ 2) = E' at *
  generalize (∫ r in Ioi R, Real.exp (-(2 * η ^ 2) * r ^ 2)) = T at *
  have hK : R * E * (16 * η ^ 2 * (E' / (2 * (2 * η ^ 2) * R))) = 4 := by
    have : R * E * (16 * η ^ 2 * (E' / (2 * (2 * η ^ 2) * R))) = 4 * (E * E') := by
      field_simp
      ring
    rw [this, hE, mul_one]
  constructor
  · rw [div_le_iff₀ (by positivity)]
    calc (4 : ℝ) = R * E * (16 * η ^ 2 * (E' / (2 * (2 * η ^ 2) * R))) := hK.symm
      _ ≤ R * E * (16 * η ^ 2 * ((1 + 1 / (2 * (2 * η ^ 2) * R ^ 2)) * T)) := by gcongr
      _ = R * E * (16 * η ^ 2 * T) * (1 + 1 / (4 * η ^ 2 * R ^ 2)) := by ring
      _ ≤ R * E * truncatedForceSq η R * (1 + 1 / (4 * η ^ 2 * R ^ 2)) := by gcongr
  · calc R * E * truncatedForceSq η R
        ≤ R * E * ((1 + 1 / (2 * η ^ 2 * R ^ 2)) ^ 2 * (16 * η ^ 2 * T)) := by gcongr
      _ ≤ R * E * ((1 + 1 / (2 * η ^ 2 * R ^ 2)) ^ 2 *
            (16 * η ^ 2 * (E' / (2 * (2 * η ^ 2) * R)))) := by gcongr
      _ = 4 * (1 + 1 / (2 * η ^ 2 * R ^ 2)) ^ 2 := by
          linear_combination (1 + 1 / (2 * η ^ 2 * R ^ 2)) ^ 2 * hK

/-- The square of the Kolafa-Perram prefactor: for `η > 0`, the integral of the squared force over
all space beyond the cutoff, multiplied by `rc exp(2η²rc²)`, tends to `4` as the cutoff `rc` grows.
-/
theorem kolafa_perram_prefactor {η : ℝ} (hη : 0 < η) :
    Tendsto (fun rc => rc * Real.exp (2 * η ^ 2 * rc ^ 2) * truncatedForceSq η rc)
      atTop (𝓝 4) := by
  have h : ∀ c : ℝ, 0 < c → Tendsto (fun R : ℝ => 1 / (c * R ^ 2)) atTop (𝓝 0) :=
    fun c hc => ((tendsto_pow_atTop two_ne_zero).const_mul_atTop hc).const_div_atTop 1
  have hl : Tendsto (fun R : ℝ => 4 / (1 + 1 / (4 * η ^ 2 * R ^ 2))) atTop
      (𝓝 (4 / (1 + 0))) :=
    tendsto_const_nhds.div (tendsto_const_nhds.add (h _ (by positivity))) (by norm_num)
  have hu : Tendsto (fun R : ℝ => 4 * (1 + 1 / (2 * η ^ 2 * R ^ 2)) ^ 2) atTop
      (𝓝 (4 * (1 + 0) ^ 2)) :=
    ((tendsto_const_nhds.add (h _ (by positivity))).pow 2).const_mul 4
  rw [add_zero, div_one] at hl
  rw [add_zero, one_pow, mul_one] at hu
  exact tendsto_of_tendsto_of_tendsto_of_le_of_le' hl hu
    ((eventually_gt_atTop 0).mono fun R hR => (cutoff_error_bounds hη hR).1)
    ((eventually_gt_atTop 0).mono fun R hR => (cutoff_error_bounds hη hR).2)

/-- For `η, Q, V > 0` and `q ≠ 0`, the root-mean-square force error is asymptotic to
`2|q| √(Q/(V rc)) exp(-η²rc²)` as the cutoff `rc` grows. -/
theorem rms_force_error_asymptotic {q Q V η : ℝ} (hq : q ≠ 0) (hQ : 0 < Q) (hV : 0 < V)
    (hη : 0 < η) :
    Tendsto (fun rc => rmsForceError q Q V η rc /
      (2 * |q| * √(Q / (V * rc)) * Real.exp (-(η * rc) ^ 2))) atTop (𝓝 1) := by
  have h := ((kolafa_perram_prefactor hη).sqrt).div_const 2
  have h4 : √(4 : ℝ) / 2 = 1 := by
    rw [show (4 : ℝ) = 2 ^ 2 by norm_num, Real.sqrt_sq (by norm_num)]
    norm_num
  rw [h4] at h
  refine h.congr' ((eventually_gt_atTop 0).mono fun R hR => ?_)
  have hE : Real.exp (-(η * R) ^ 2) ^ 2 * Real.exp (2 * η ^ 2 * R ^ 2) = 1 := by
    rw [sq (Real.exp _), ← Real.exp_add, ← Real.exp_add, ← Real.exp_zero]
    congr 1
    ring
  have he := Real.exp_pos (-(η * R) ^ 2)
  have hS : 0 < √(Q / (V * R)) := Real.sqrt_pos.2 (by positivity)
  have hq' : 0 < |q| := abs_pos.2 hq
  -- factor the square root into the asymptotic formula and the scaled error
  have hfac : Q / V * truncatedForceSq η R = Q / (V * R) * Real.exp (-(η * R) ^ 2) ^ 2 *
      (R * Real.exp (2 * η ^ 2 * R ^ 2) * truncatedForceSq η R) := by
    have hQR : Q / (V * R) * R = Q / V := by field_simp
    linear_combination (-(Q / V * truncatedForceSq η R)) * hE -
      (Real.exp (-(η * R) ^ 2) ^ 2 * Real.exp (2 * η ^ 2 * R ^ 2) *
        truncatedForceSq η R) * hQR
  have hx : 0 ≤ Q / (V * R) := by positivity
  have hxe : 0 ≤ Q / (V * R) * Real.exp (-(η * R) ^ 2) ^ 2 := by positivity
  have hsq : √(Q / V * truncatedForceSq η R) =
      √(Q / (V * R)) * Real.exp (-(η * R) ^ 2) *
        √(R * Real.exp (2 * η ^ 2 * R ^ 2) * truncatedForceSq η R) := by
    rw [hfac, Real.sqrt_mul hxe, Real.sqrt_mul hx, Real.sqrt_sq he.le]
  change √(R * Real.exp (2 * η ^ 2 * R ^ 2) * truncatedForceSq η R) / 2 =
    |q| * √(Q / V * truncatedForceSq η R) /
      (2 * |q| * √(Q / (V * R)) * Real.exp (-(η * R) ^ 2))
  rw [hsq]
  generalize √(R * Real.exp (2 * η ^ 2 * R ^ 2) * truncatedForceSq η R) = A
  generalize √(Q / (V * R)) = S at hS ⊢
  generalize Real.exp (-(η * R) ^ 2) = e at he ⊢
  field_simp

end

end EwaldRealSpaceError
```

```lean
#print axioms EwaldRealSpaceError.force_eq_neg_deriv
-- 'EwaldRealSpaceError.force_eq_neg_deriv' depends on axioms: [propext, Classical.choice, Quot.sound]
#print axioms EwaldRealSpaceError.integrableOn_force_sq
-- 'EwaldRealSpaceError.integrableOn_force_sq' depends on axioms: [propext, Classical.choice, Quot.sound]
#print axioms EwaldRealSpaceError.rms_force_error_asymptotic
-- 'EwaldRealSpaceError.rms_force_error_asymptotic' depends on axioms: [propext, Classical.choice, Quot.sound]
```

## From the Gaussian tail to the limit

`gaussian_tail_bounds` differentiates the explicit primitive, shows that it vanishes at infinity, and compares integrals with `setIntegral_mono_on`. `hasDerivAt_erfc` and `force_eq_neg_deriv` identify $f$ as a force.

`shell_force_sq_bounds` is the squaring step; its `key` is the identity for $4\pi r^2G^2$. `integrableOn_force_sq` uses the upper bound to show that the integral is a genuine one, since Lean would assign 0 to a divergent integral.

`cutoff_error_bounds` integrates the shell bounds, and `hK` is the cancellation that produces 4. The limit follows by squeezing. For the rms result, `hfac` factors the mean square into the squared working formula, up to constants, and the scaled integral, whose square root tends to 2.

## Choosing a cutoff, and the energy analogue

In a code, one can solve $2|q|\sqrt{Q/(Vr_c)}\,e^{-\eta^2r_c^2}=\text{tolerance}$ for $r_c$ by bisection, since the left side decreases with $r_c$. At $\eta r_c=3$, the finite-cutoff bounds place the model's rms error between about 0.98 and 1.06 times the formula. This applies to point-charge simulations and to the ion–ion part of the forces in plane-wave calculations, as far as the uncorrelated-charge model holds.

The same method, with primitive $-e^{-ar^2}/(2ar^3)$, handles the screened potential:

$$r_c^3\,e^{2\eta^2r_c^2}\int_{r_c}^\infty4\pi r^2\left(\frac{\operatorname{erfc}(\eta r)}r\right)^2dr\;\to\;\frac1{\eta^4}.$$

This energy analogue is derived by hand and is not in the file.
